# If elastic scattering on a circular Fermi line depends only on the size of the deflection, the current mode relaxes at the transport rate

Suppose an electron moving at angle $\theta$ can only be deflected by $+\delta$ or $-\delta$, each at rate $w$. The current mode $\cos\theta$ is then lost at the rate

$$w\,[2\cos\theta-\cos(\theta+\delta)-\cos(\theta-\delta)]=2w(1-\cos\delta)\cos\theta .$$

The sine terms cancel, and the factor $1-\cos\delta$ appears by itself. I believe the same happens for any continuous, even, $2\pi$-periodic scattering rate $W$. Can this be made rigorous and checked by machine, including the claim that the current decays at that rate?

## Splitting each deflection into a cosine and a sine part

Yes. For an angular distribution $f$, define

$$C[f](\theta)=\int_0^{2\pi}W(\theta-\varphi)\,(f(\theta)-f(\varphi))\,d\varphi .$$

Take $f(\varphi)=\cos(n\varphi-\alpha)$, with $n$ a natural number and $\alpha$ a fixed angle, and let $u=\theta-\varphi$ be the transfer angle. Since $n\varphi-\alpha=(n\theta-\alpha)-nu$, the addition theorem gives

$$f(\varphi)=\cos(n\theta-\alpha)\cos nu+\sin(n\theta-\alpha)\sin nu .$$

The substitution turns the range of integration into $[\theta-2\pi,\theta]$, which periodicity moves back to $[0,2\pi]$. Hence

$$C[f](\theta)=\Gamma_n\cos(n\theta-\alpha)-S_n\sin(n\theta-\alpha),$$

$$\Gamma_n=\int_0^{2\pi}W(u)(1-\cos nu)\,du,\qquad S_n=\int_0^{2\pi}W(u)\sin nu\,du .$$

If $W$ is even, replacing $u$ by $-u$ and shifting by a period gives $S_n=-S_n$, so $S_n=0$. Setting $n=1$ and $\alpha=0$ leaves $C[\cos](\theta)=\Gamma_1\cos\theta$, where $\Gamma_1$ is the transport rate.

A uniform background $b$ cancels in $f(\theta)-f(\varphi)$, so $C[b+a\cos(\varphi-\alpha)](\theta)=\Gamma_1a\cos(\theta-\alpha)$. Differentiating $b+ae^{-\Gamma_1t}\cos(\theta-\alpha)$ in time gives exactly $-C$ of that distribution. With a drive $F\cos(\theta-\alpha)$, stationarity at $\theta=\alpha$ requires $F=\Gamma_1a$, and this suffices at every other angle.

## The checked statements and their physical content

In Lean 4 with Mathlib:

```lean
import Mathlib

open Real

namespace TransportRelaxation

noncomputable section

/-- The linearised elastic collision operator on a circular Fermi line: the net rate at which
scattering with rate `W` removes the distribution `f` from the direction `θ`. -/
def collision (W f : ℝ → ℝ) (θ : ℝ) : ℝ :=
  ∫ φ in (0 : ℝ)..2 * π, W (θ - φ) * (f θ - f φ)

/-- The scattering rate weighted by `1 - cos (n φ)`; for `n = 1` it is the transport rate. -/
def relaxRate (W : ℝ → ℝ) (n : ℕ) : ℝ :=
  ∫ φ in (0 : ℝ)..2 * π, W φ * (1 - cos (n * φ))

/-- The scattering rate weighted by `sin (n φ)`, which measures left-right asymmetry. -/
def skewRate (W : ℝ → ℝ) (n : ℕ) : ℝ :=
  ∫ φ in (0 : ℝ)..2 * π, W φ * sin (n * φ)

/-- Integrating a `2π`-periodic function of `θ - φ` over all directions `φ` is the same as
integrating it over all transfer angles. -/
theorem integral_transfer {g : ℝ → ℝ} (hg : Function.Periodic g (2 * π)) (θ : ℝ) :
    ∫ φ in (0 : ℝ)..2 * π, g (θ - φ) = ∫ φ in (0 : ℝ)..2 * π, g φ := by
  have h := hg.intervalIntegral_add_eq (θ - 2 * π) 0
  rw [zero_add, sub_add_cancel] at h
  rw [intervalIntegral.integral_comp_sub_left (fun x => g x) θ, sub_zero]
  exact h

/-- For any continuous periodic scattering rate, the collision operator maps a harmonic to itself
times its relaxation rate, minus the harmonic shifted by a quarter period times the skew rate. -/
theorem collision_harmonic {W : ℝ → ℝ} (hc : Continuous W)
    (hp : Function.Periodic W (2 * π)) (n : ℕ) (α θ : ℝ) :
    collision W (fun φ => cos (n * φ - α)) θ =
      relaxRate W n * cos (n * θ - α) - skewRate W n * sin (n * θ - α) := by
  -- the addition theorem expresses the integrand through the transfer angle
  have key : ∀ φ : ℝ, W (θ - φ) * (cos (n * θ - α) - cos (n * φ - α)) =
      W (θ - φ) * (1 - cos (n * (θ - φ))) * cos (n * θ - α)
        - W (θ - φ) * sin (n * (θ - φ)) * sin (n * θ - α) := by
    intro φ
    have e : cos (n * φ - α) = cos (n * θ - α) * cos (n * (θ - φ))
        + sin (n * θ - α) * sin (n * (θ - φ)) := by
      rw [← Real.cos_sub]
      congr 1
      ring
    rw [e]
    ring
  have hper : Function.Periodic (fun u : ℝ => W u * (1 - cos (n * u)) * cos (n * θ - α)
      - W u * sin (n * u) * sin (n * θ - α)) (2 * π) := by
    intro u
    have e : (n : ℝ) * (u + 2 * π) = n * u + n * (2 * π) := by ring
    simp only [hp u, e, Real.cos_add_nat_mul_two_pi, Real.sin_add_nat_mul_two_pi]
  have i1 : Continuous (fun u : ℝ => W u * (1 - cos (n * u)) * cos (n * θ - α)) := by
    fun_prop
  have i2 : Continuous (fun u : ℝ => W u * sin (n * u) * sin (n * θ - α)) := by
    fun_prop
  calc collision W (fun φ => cos (n * φ - α)) θ
      = ∫ φ in (0 : ℝ)..2 * π, (W (θ - φ) * (1 - cos (n * (θ - φ))) * cos (n * θ - α)
          - W (θ - φ) * sin (n * (θ - φ)) * sin (n * θ - α)) := by
        simp only [collision, key]
    _ = ∫ u in (0 : ℝ)..2 * π, (W u * (1 - cos (n * u)) * cos (n * θ - α)
          - W u * sin (n * u) * sin (n * θ - α)) := integral_transfer hper θ
    _ = _ := by
        rw [intervalIntegral.integral_sub (i1.intervalIntegrable _ _)
          (i2.intervalIntegrable _ _), intervalIntegral.integral_mul_const,
          intervalIntegral.integral_mul_const]
        rfl

/-- The skew rates of an even periodic scattering rate vanish. -/
theorem skewRate_eq_zero {W : ℝ → ℝ} (hp : Function.Periodic W (2 * π))
    (he : ∀ x, W (-x) = W x) (n : ℕ) : skewRate W n = 0 := by
  have hper : Function.Periodic (fun u : ℝ => W u * sin (n * u)) (2 * π) := by
    intro u
    have e : (n : ℝ) * (u + 2 * π) = n * u + n * (2 * π) := by ring
    simp only [hp u, e, Real.sin_add_nat_mul_two_pi]
  -- reversing the transfer angle changes the sign of the integral
  have h := integral_transfer hper 0
  simp only [zero_sub, he, mul_neg, Real.sin_neg, intervalIntegral.integral_neg] at h
  unfold skewRate
  linarith

/-- For an even scattering rate, the collision operator multiplies the current mode `cos θ` by the
transport rate. -/
theorem current_mode {W : ℝ → ℝ} (hc : Continuous W) (hp : Function.Periodic W (2 * π))
    (he : ∀ x, W (-x) = W x) (θ : ℝ) :
    ∫ φ in (0 : ℝ)..2 * π, W (θ - φ) * (cos θ - cos φ) =
      cos θ * ∫ φ in (0 : ℝ)..2 * π, W φ * (1 - cos φ) := by
  have h := collision_harmonic hc hp 1 0 θ
  rw [skewRate_eq_zero hp he] at h
  simp only [collision, relaxRate, Nat.cast_one, one_mul, sub_zero, zero_mul] at h
  rw [h, mul_comm]

/-- The current mode `cos θ` is an eigenmode of the collision operator exactly when the first
skew rate vanishes. -/
theorem current_eigenmode_iff {W : ℝ → ℝ} (hc : Continuous W)
    (hp : Function.Periodic W (2 * π)) :
    (∃ c : ℝ, ∀ θ, collision W (fun φ => cos φ) θ = c * cos θ) ↔ skewRate W 1 = 0 := by
  have h : ∀ θ, collision W (fun φ => cos φ) θ =
      relaxRate W 1 * cos θ - skewRate W 1 * sin θ := by
    intro θ
    have h1 := collision_harmonic hc hp 1 0 θ
    simpa only [Nat.cast_one, one_mul, sub_zero] using h1
  constructor
  · rintro ⟨c, hcθ⟩
    -- at a right angle to the current only the skew term survives
    have h2 := hcθ (π / 2)
    rw [h, Real.cos_pi_div_two, Real.sin_pi_div_two] at h2
    linarith
  · intro hs
    exact ⟨relaxRate W 1, fun θ => by rw [h, hs]; ring⟩

/-- For an even scattering rate, on a uniform background `b` plus a current mode of amplitude `a`
along the direction `α`, the collision operator gives the transport rate times the current mode. -/
theorem collision_displaced {W : ℝ → ℝ} (hc : Continuous W)
    (hp : Function.Periodic W (2 * π)) (he : ∀ x, W (-x) = W x) (a b α θ : ℝ) :
    collision W (fun φ => b + a * cos (φ - α)) θ = relaxRate W 1 * (a * cos (θ - α)) := by
  have h := collision_harmonic hc hp 1 α θ
  rw [skewRate_eq_zero hp he] at h
  simp only [collision, Nat.cast_one, one_mul, zero_mul, sub_zero] at h
  have e : ∀ φ : ℝ, W (θ - φ) * (b + a * cos (θ - α) - (b + a * cos (φ - α))) =
      a * (W (θ - φ) * (cos (θ - α) - cos (φ - α))) := fun φ => by ring
  simp only [collision, e]
  rw [intervalIntegral.integral_const_mul, h]
  ring

/-- For an even scattering rate with transport rate `Γ`, a uniform background plus a current mode
with amplitude proportional to `exp (-Γ t)` solves the spatially homogeneous Boltzmann equation
`∂f/∂t = -C[f]`. -/
theorem current_relaxation {W : ℝ → ℝ} (hc : Continuous W)
    (hp : Function.Periodic W (2 * π)) (he : ∀ x, W (-x) = W x) (a b α θ t : ℝ) :
    HasDerivAt (fun s => b + a * exp (-relaxRate W 1 * s) * cos (θ - α))
      (-collision W (fun φ => b + a * exp (-relaxRate W 1 * t) * cos (φ - α)) θ) t := by
  rw [collision_displaced hc hp he]
  have h1 := ((hasDerivAt_id' t).const_mul (-relaxRate W 1)).exp
  refine (((h1.const_mul a).mul_const (cos (θ - α))).const_add b).congr_deriv ?_
  ring

/-- For an even scattering rate with nonzero transport rate, and under a drive `F cos (θ - α)`, a
displaced distribution is stationary exactly when its amplitude is the drive divided by the
transport rate. -/
theorem steady_state_iff {W : ℝ → ℝ} (hc : Continuous W)
    (hp : Function.Periodic W (2 * π)) (he : ∀ x, W (-x) = W x)
    (hΓ : relaxRate W 1 ≠ 0) (F a b α : ℝ) :
    (∀ θ, F * cos (θ - α) - collision W (fun φ => b + a * cos (φ - α)) θ = 0) ↔
      a = F / relaxRate W 1 := by
  simp only [collision_displaced hc hp he]
  rw [eq_div_iff hΓ]
  constructor
  · intro h
    have h1 := h α
    rw [sub_self, Real.cos_zero] at h1
    linarith
  · intro h θ
    linear_combination (-cos (θ - α)) * h

/-- The transport rate is positive if the scattering rate is nonnegative and is positive at some
transfer angle strictly between `0` and `2π`. -/
theorem transportRate_pos {W : ℝ → ℝ} (hc : Continuous W) (h0 : ∀ x, 0 ≤ W x)
    {c : ℝ} (hc0 : 0 < c) (hc1 : c < 2 * π) (hW : 0 < W c) : 0 < relaxRate W 1 := by
  have hcont : Continuous (fun φ : ℝ => W φ * (1 - cos ((1 : ℕ) * φ))) := by fun_prop
  have hne : cos c ≠ 1 := fun h =>
    hc0.ne' ((Real.cos_eq_one_iff_of_lt_of_lt (by linarith) hc1).1 h)
  have hlt : cos c < 1 := lt_of_le_of_ne (Real.cos_le_one c) hne
  unfold relaxRate
  -- the integrand is nonnegative everywhere and positive at the angle `c`
  refine intervalIntegral.integral_pos (by positivity) hcont.continuousOn
    (fun x _ => mul_nonneg (h0 x) (sub_nonneg.2 (Real.cos_le_one _)))
    ⟨c, ⟨hc0.le, hc1.le⟩, ?_⟩
  have h := mul_pos hW (sub_pos.2 hlt)
  simpa only [Nat.cast_one, one_mul] using h

end

end TransportRelaxation
```

```lean
#print axioms TransportRelaxation.current_eigenmode_iff
-- 'TransportRelaxation.current_eigenmode_iff' depends on axioms: [propext, Classical.choice, Quot.sound]
#print axioms TransportRelaxation.current_relaxation
-- 'TransportRelaxation.current_relaxation' depends on axioms: [propext, Classical.choice, Quot.sound]
#print axioms TransportRelaxation.steady_state_iff
-- 'TransportRelaxation.steady_state_iff' depends on axioms: [propext, Classical.choice, Quot.sound]
#print axioms TransportRelaxation.transportRate_pos
-- 'TransportRelaxation.transportRate_pos' depends on axioms: [propext, Classical.choice, Quot.sound]
```

`current_mode` is your claim, written with explicit integrals. Angles are real numbers, and `hc`, `hp` and `he` say that `W` is continuous, periodic and even. Evenness means that left and right deflections are equally likely. In the file, `collision` is $C$, `relaxRate W n` is $\Gamma_n$ and `skewRate W n` is $S_n$.

The model is elastic and spatially homogeneous, and $W$ depends only on the transfer angle. It is given, not derived from a scattering potential. The drive amplitude `F` stands for the electric field, with charge and velocity factors absorbed.

`current_relaxation` verifies a solution of the Boltzmann equation; it does not address uniqueness. That its current part decays follows from `transportRate_pos`, which assumes `W` continuous, nonnegative and positive at some transfer angle strictly between $0$ and $2\pi$. For a continuous, periodic, nonnegative `W` this excludes only $W=0$. Purely forward scattering, which would not degrade the current, would be a delta function and lies outside the model.

## How the proof follows the calculation

In `collision_harmonic`, `key` is the addition theorem applied to the integrand, `hper` establishes periodicity, and the `calc` block changes variable and splits the integral. `skewRate_eq_zero` is the reflection argument, and `current_mode` combines the two at `n = 1`, `α = 0`.

`current_eigenmode_iff` shows that evenness is more than the current mode needs: $S_1=0$ is necessary and sufficient. Its forward direction evaluates at $\theta=\pi/2$, where the cosine vanishes and only $-S_1$ remains. `collision_displaced` removes the background, and `steady_state_iff` evaluates at $\theta=\alpha$. For positivity, the integrand is continuous, nonnegative and positive at `c`.

The proof turns on `Function.Periodic.intervalIntegral_add_eq`, used in `integral_transfer`. It says that a periodic function has the same integral over any two intervals one period long. Here they start at `θ - 2 * π` and `0`. Meanwhile `intervalIntegral.integral_comp_sub_left` performs the substitution, including the reversal of the limits. Setting `θ` to `0` in `integral_transfer` supplies the reflection for `skewRate_eq_zero`.

## The same identity on an angular grid

In a Boltzmann solver on the grid $\theta_j=j\Delta$, with $j=0,\dots,N-1$ and $\Delta=2\pi/N$, replacing the collision integral by a sum over the grid gives a circulant matrix. For even $W$, applying it to the vector $\cos\theta_j$ should return that vector times $\Delta\sum_kW(\theta_k)(1-\cos\theta_k)$, up to rounding, which makes a quick check of the code.

For non-interacting electrons with weak disorder, $\Gamma_1$ is the rate that enters the Drude conductivity; in a diagrammatic Kubo calculation, ladder vertex corrections supply the $-\cos u$ part of its weight $1-\cos u$.
